# Among degenerate orbitals on a triangle, those real up to a phase have the largest on-site self-repulsion

We describe a degenerate orbital on a triangle by one linear condition on its site amplitudes, $x_0+x_1+x_2=0$, and not by a Hamiltonian together with an eigenvalue. The condition contains no energy scale, and it makes the algebra short. That it does describe an energy level is a separate statement, derived first below.

The orbital is a vector $x=(x_0,x_1,x_2)$ of complex numbers with $\sum_j|x_j|^2=1$, so $|x_j|^2$ is its density on site $j$. With a Hubbard parameter $U$, the repulsion of this density with itself is $\frac U2\sum_j|x_j|^4$. In units of $U/2$, the claim is

$$\sum_j|x_j|^4=\frac13+\frac16\Big|\sum_j x_j^2\Big|^2\in\Big[\frac13,\frac12\Big].$$

The value $1/2$ occurs exactly when $x$ is a phase times a real vector, and $1/3$ exactly when $x$ is a running wave, $x=x_0(1,\omega,\omega^2)$ with $\omega^2+\omega+1=0$.

A Perdew–Zunger correction subtracts each occupied orbital's own Hartree energy along with its own exchange-correlation energy, so it depends on which orbitals are chosen within a degenerate level. For a single orbital in the degenerate level of the triangle, with on-site repulsion only, a restriction to real amplitudes fixes the Hartree part of that subtraction at its maximum, $U/4$, while a running wave brings it down to $U/6$.

## From the zero-sum condition to the self-repulsion

**The energy level.** Let hopping between any two sites have amplitude $-t$, with $t$ real and nonzero. Acting on $x$, it gives at site $j$

$$-t\sum_{k\ne j}x_k=-t\Big(\sum_k x_k-x_j\Big)=t\,x_j-t\sum_k x_k .$$

This equals $t\,x_j$ exactly when $\sum_k x_k=0$. The zero-sum vectors form a two-dimensional space, which is the degenerate level with energy $t$.

**The identity.** Write $N=\sum_j|x_j|^2$ and $S=\sum_j x_j^2$, and do not normalize yet. Put $a=|x_0|^2$, $b=|x_1|^2$, $w=x_0\bar x_1$ and $d=2\operatorname{Re}w$. Since $x_2=-x_0-x_1$, we have $|x_2|^2=a+b+d$, and therefore

$$N=2(a+b)+d,\qquad \sum_j|x_j|^4=2a^2+2b^2+2ab+2(a+b)d+d^2 .$$

The sum of squares is $S=2(x_0^2+x_0x_1+x_1^2)$. The cross terms in $\frac14|S|^2=|x_0^2+x_0x_1+x_1^2|^2$ are $2\operatorname{Re}(aw)=ad$, $2\operatorname{Re}(bw)=bd$ and $2\operatorname{Re}(w^2)=d^2-2ab$, the last because $|w|^2=ab$. Hence

$$\tfrac14|S|^2=a^2+b^2-ab+(a+b)d+d^2 .$$

Adding $N^2/3$ and $|S|^2/6$ gives

$$\tfrac13\big[6a^2+6b^2+6ab+6(a+b)d+3d^2\big]=\sum_j|x_j|^4 .$$

For a normalized orbital $N=1$, which is the claimed formula.

**The bounds.** The lower bound holds because $|S|^2\ge0$. The upper bound follows from the triangle inequality, $|S|\le\sum_j|x_j^2|=1$.

**The maximum.** If the self-repulsion is $1/2$, then $|S|=1$. Choose $c$ with $c^2=S$, so that $|c|=1$, and rotate the orbital to $y_j=\bar c\,x_j$. Then $\sum_j y_j^2=\bar c^2c^2=1$ and $\sum_j|y_j|^2=1$. Every complex number satisfies $|z|^2-\operatorname{Re}z^2=2(\operatorname{Im}z)^2$, so summing over sites gives $\sum_j2(\operatorname{Im}y_j)^2=0$. Each $y_j$ is real, and $x_j=c\,y_j$. Conversely, if $x_j=c\,r_j$ with $|c|=1$ and $r_j$ real, then $\sum_j r_j^2=1$, so $S=c^2$ and $|S|=1$.

**The minimum.** If the self-repulsion is $1/3$, then $S=0$, so $x_0^2+x_0x_1+x_1^2=0$. Were $x_0$ zero, $x_1$ and then $x_2$ would vanish too, against the normalization. Setting $\omega=x_1/x_0$, we get $\omega^2+\omega+1=0$ and $x_2=-(1+\omega)x_0=\omega^2x_0$. Conversely, such a wave has $S=x_0^2(1+\omega^2+\omega^4)=x_0^2(\omega^2+\omega+1)(\omega^2-\omega+1)=0$.

**Between the extremes.** Combine two real standing waves with a relative phase $i$:

$$x(\theta)=\frac{\cos\theta}{\sqrt2}(1,-1,0)+\frac{i\sin\theta}{\sqrt6}(1,1,-2).$$

The two real vectors are orthonormal, so $S=\cos^2\theta-\sin^2\theta=\cos2\theta$, and the self-repulsion is $\frac13+\frac16\cos^2 2\theta$. As $\theta$ goes from $0$ to $\pi/4$, this falls continuously from $1/2$ to $1/3$ and takes every value in between.

## An orbital with self-repulsion 3/8

Take $x=\frac12(1,\,i,\,-1-i)$. The amplitudes sum to zero and the site densities are $\frac14,\frac14,\frac12$. Directly, $\sum_j|x_j|^4=\frac1{16}+\frac1{16}+\frac14=\frac38$. By the formula, $S=\frac14(1-1+2i)=\frac i2$, and $\frac13+\frac16\cdot\frac14=\frac38$. With $U=4$ eV the self-repulsion energy is $0.75$ eV, compared with $1$ eV for any real orbital of the same level.

## The triangle and its orbitals in Lean

An orbital is a function `x : Fin 3 → ℂ`, with sites numbered 0, 1, 2 as above. Normalization appears as the explicit hypothesis `∑ j, ‖x j‖ ^ 2 = 1`, because the norm that Mathlib puts on this function type by default is the largest modulus and not the Euclidean length.

```lean
import Mathlib

open scoped ComplexConjugate

namespace TriangleSelfRepulsion

noncomputable section
```

The hopping operator sums over all sites except `j`, which is what `Finset.univ.erase j` says. The sign convention is hopping amplitude $-t$, with all three bonds equal and no site energies.

```lean
/-- Hopping with amplitude `-t` from the other two sites of a triangle to site `j`. -/
def hop (t : ℝ) (x : Fin 3 → ℂ) (j : Fin 3) : ℂ :=
  -(t : ℂ) * ∑ k ∈ Finset.univ.erase j, x k
```

The self-repulsion is a plain real number, without the factor $U/2$. Only on-site repulsion enters; intersite repulsion and the exchange-correlation part of a self-interaction correction are absent, as is any minimization of a total energy over several orbitals.

```lean
/-- On-site self-repulsion of an orbital, the sum of its squared site densities,
in units of half the Hubbard parameter. -/
def selfRepulsion (x : Fin 3 → ℂ) : ℝ := ∑ j, ‖x j‖ ^ 4
```

The next theorem justifies the word "degenerate": for `t ≠ 0`, the eigenvalue equation at every site is equivalent to the zero-sum condition. At $t=0$ the equation would hold for every vector. In the proof, `hE` splits the full sum into site `j` and the rest. The forward direction needs the equation only at site 0, and then divides out `t`.

```lean
/-- For nonzero hopping, the amplitudes of an orbital sum to zero exactly when it solves
the eigenvalue equation of the triangle with energy `t`. -/
theorem hop_eigen_iff {t : ℝ} (ht : t ≠ 0) (x : Fin 3 → ℂ) :
    (∀ j, hop t x j = t * x j) ↔ ∑ j, x j = 0 := by
  have ht' : (t : ℂ) ≠ 0 := Complex.ofReal_ne_zero.mpr ht
  have hE : ∀ j, x j + ∑ k ∈ Finset.univ.erase j, x k = ∑ k, x k :=
    fun j => Finset.add_sum_erase Finset.univ x (Finset.mem_univ j)
  unfold hop
  constructor
  · intro h
    have h1 : (t : ℂ) * ∑ k, x k = 0 := by
      linear_combination -(h 0) - (t : ℂ) * hE 0
    exact (mul_eq_zero.mp h1).resolve_left ht'
  · intro h j
    linear_combination -(t : ℂ) * hE j - (t : ℂ) * h
```

## The identity as a polynomial in real variables

The hand derivation used conjugates and moduli freely. Lean's `ring` proves identities that follow from the laws of commutative rings, and to it `‖x 0‖` is an opaque symbol, unrelated to the real and imaginary parts of `x 0`. The device that removes this obstacle is `Complex.normSq`, the squared modulus, for which `Complex.normSq_apply` gives the polynomial `z.re * z.re + z.im * z.im`. Every modulus in the claim occurs to an even power, so all of them can be converted. A small lemma handles the fourth power.

```lean
theorem norm_pow_four (z : ℂ) : ‖z‖ ^ 4 = Complex.normSq z ^ 2 := by
  rw [Complex.normSq_eq_norm_sq]; ring
```

The identity is then proved for any normalization. The hypothesis `h2` eliminates the third amplitude. The first `simp only` turns moduli into `normSq`, and the second expands everything into parts. What remains is an identity of degree four in four real variables, the real and imaginary parts of `x 0` and `x 1`, and `ring` settles it. This replaces the bookkeeping with $a$, $b$ and $d$.

```lean
/-- For amplitudes that sum to zero, the self-repulsion is fixed by the norm of the orbital
and the modulus of the sum of its squared amplitudes. -/
theorem selfRepulsion_identity (x : Fin 3 → ℂ) (h : ∑ j, x j = 0) :
    selfRepulsion x = (∑ j, ‖x j‖ ^ 2) ^ 2 / 3 + ‖∑ j, x j ^ 2‖ ^ 2 / 6 := by
  have h2 : x 2 = -x 0 - x 1 := by
    rw [Fin.sum_univ_three] at h
    linear_combination h
  -- eliminate the third amplitude and compare real polynomials
  simp only [selfRepulsion, Fin.sum_univ_three, norm_pow_four,
    ← Complex.normSq_eq_norm_sq, h2]
  simp only [pow_two, Complex.normSq_apply, Complex.add_re, Complex.add_im, Complex.sub_re,
    Complex.sub_im, Complex.neg_re, Complex.neg_im, Complex.mul_re, Complex.mul_im]
  ring
```

With the normalization inserted, the formula and both bounds follow. The `calc` block is the triangle inequality for $|S|$, and `nlinarith` passes from $0\le|S|\le1$ to the bounds on the self-repulsion.

```lean
/-- A normalized orbital on the triangle whose amplitudes sum to zero has self-repulsion
`1/3 + |∑ x_j²|²/6`, which lies between `1/3` and `1/2`. -/
theorem selfRepulsion_degenerate (x : Fin 3 → ℂ) (h : ∑ j, x j = 0)
    (hn : ∑ j, ‖x j‖ ^ 2 = 1) :
    selfRepulsion x = 1 / 3 + ‖∑ j, x j ^ 2‖ ^ 2 / 6 ∧
      1 / 3 ≤ selfRepulsion x ∧ selfRepulsion x ≤ 1 / 2 := by
  have hid := selfRepulsion_identity x h
  rw [hn] at hid
  have hs : ‖∑ j, x j ^ 2‖ ≤ 1 := by
    calc ‖∑ j, x j ^ 2‖ ≤ ∑ j, ‖x j ^ 2‖ := norm_sum_le _ _
      _ = 1 := by simpa only [norm_pow] using hn
  have h0 := norm_nonneg (∑ j, x j ^ 2)
  refine ⟨by linarith, by nlinarith, by nlinarith⟩
```

## Real orbitals at the top, running waves at the bottom

"Real up to a global phase" is written as the existence of a complex `c` of modulus one and a real vector `r` with `x j = c * r j` at every site. Together with the upper bound, the equivalence says that every other normalized orbital of the level has self-repulsion strictly below $1/2$. Complex entries alone do not lower it: $i$ times a real orbital still has the value $1/2$.

The square root $c$ of $S$ comes from `IsAlgClosed.exists_pow_nat_eq`, since $\mathbb C$ is algebraically closed. The rotated orbital is `y`, the pointwise relation between modulus and imaginary part is `key`, and `him` is the vanishing sum of squares. `Finset.sum_eq_zero_iff_of_nonneg` then makes each term zero. The second half of the proof is the converse computation $S=c^2$.

```lean
/-- Among normalized orbitals whose amplitudes sum to zero, the self-repulsion equals `1/2`
exactly for those that are real up to a global phase. -/
theorem selfRepulsion_eq_half_iff (x : Fin 3 → ℂ) (h : ∑ j, x j = 0)
    (hn : ∑ j, ‖x j‖ ^ 2 = 1) :
    selfRepulsion x = 1 / 2 ↔
      ∃ c : ℂ, ‖c‖ = 1 ∧ ∃ r : Fin 3 → ℝ, ∀ j, x j = c * r j := by
  have hid := (selfRepulsion_degenerate x h hn).1
  constructor
  · intro hmax
    have hs : ‖∑ j, x j ^ 2‖ = 1 :=
      (pow_eq_one_iff_of_nonneg (norm_nonneg _) two_ne_zero).1 (by linarith)
    -- the phase is a square root of the sum of squares
    obtain ⟨c, hc⟩ := IsAlgClosed.exists_pow_nat_eq (∑ j, x j ^ 2) (n := 2) (by norm_num)
    have hc1 : ‖c‖ = 1 :=
      (pow_eq_one_iff_of_nonneg (norm_nonneg _) two_ne_zero).1 (by rw [← norm_pow, hc, hs])
    have hcc : c * conj c = 1 := by
      rw [Complex.mul_conj, Complex.normSq_eq_norm_sq, hc1]; norm_num
    obtain ⟨y, hy⟩ : ∃ y : Fin 3 → ℂ, ∀ j, y j = conj c * x j := ⟨_, fun _ => rfl⟩
    have hy2 : ∑ j, y j ^ 2 = 1 := by
      simp only [hy, mul_pow]
      rw [← Finset.mul_sum, ← hc]
      linear_combination (c * conj c + 1) * hcc
    have hyn : ∑ j, ‖y j‖ ^ 2 = 1 := by
      have e : ∀ j, ‖y j‖ = ‖x j‖ := fun j => by
        rw [hy, norm_mul, RCLike.norm_conj, hc1, one_mul]
      simpa only [e] using hn
    have key : ∀ z : ℂ, ‖z‖ ^ 2 - (z ^ 2).re = 2 * z.im ^ 2 := fun z => by
      rw [← Complex.normSq_eq_norm_sq, Complex.normSq_apply]
      simp only [pow_two, Complex.mul_re]
      ring
    -- after the rotation no imaginary part is left
    have him : ∑ j, 2 * (y j).im ^ 2 = 0 := by
      simp only [← key]
      rw [Finset.sum_sub_distrib, ← Complex.re_sum, hy2, hyn, Complex.one_re, sub_self]
    refine ⟨c, hc1, fun j => (y j).re, fun j => ?_⟩
    have hj := (Finset.sum_eq_zero_iff_of_nonneg
      (fun j _ => by positivity)).1 him j (Finset.mem_univ j)
    have hj0 : (y j).im = 0 := (pow_eq_zero_iff two_ne_zero).1 (by linarith)
    have hre : ((y j).re : ℂ) = y j := Complex.ext (by simp) (by simp [hj0])
    rw [hre, hy]
    linear_combination -(x j) * hcc
  · rintro ⟨c, hc, r, hr⟩
    have hr1 : ∑ j, r j ^ 2 = 1 := by
      have e : ∀ j, ‖x j‖ ^ 2 = r j ^ 2 := fun j => by
        rw [hr, norm_mul, hc, one_mul, Complex.norm_real, Real.norm_eq_abs, sq_abs]
      simpa only [e] using hn
    have hs : ∑ j, x j ^ 2 = c ^ 2 * ((∑ j, r j ^ 2 : ℝ) : ℂ) := by
      push_cast
      rw [Finset.mul_sum]
      exact Finset.sum_congr rfl fun j _ => by rw [hr]; ring
    rw [hid, hs, hr1, norm_mul, norm_pow, hc]
    norm_num
```

For the minimum, the statement gives the running wave by its amplitudes: `x 1 = ω * x 0` and `x 2 = ω ^ 2 * x 0`, with `ω ^ 2 + ω + 1 = 0`. The two roots $\omega$ are the two senses of circulation around the triangle. The proof derives the quadratic relation `hq`, excludes `x 0 = 0` by normalization, and divides. In the converse, the factor `ω ^ 2 - ω + 1` is the one that appeared in the factorization of $1+\omega^2+\omega^4$.

```lean
/-- Among normalized orbitals whose amplitudes sum to zero, the self-repulsion equals `1/3`
exactly for running waves, whose amplitude gains a factor `ω` with `ω² + ω + 1 = 0`
from site to site. -/
theorem selfRepulsion_eq_third_iff (x : Fin 3 → ℂ) (h : ∑ j, x j = 0)
    (hn : ∑ j, ‖x j‖ ^ 2 = 1) :
    selfRepulsion x = 1 / 3 ↔
      ∃ ω : ℂ, ω ^ 2 + ω + 1 = 0 ∧ x 1 = ω * x 0 ∧ x 2 = ω ^ 2 * x 0 := by
  have hid := (selfRepulsion_degenerate x h hn).1
  rw [Fin.sum_univ_three] at h hn
  have h2 : x 2 = -x 0 - x 1 := by linear_combination h
  constructor
  · intro hmin
    have hs : ∑ j, x j ^ 2 = 0 :=
      norm_eq_zero.1 ((pow_eq_zero_iff two_ne_zero).1 (by linarith))
    rw [Fin.sum_univ_three, h2] at hs
    have hq : x 0 ^ 2 + x 0 * x 1 + x 1 ^ 2 = 0 := by linear_combination hs / 2
    have h0 : x 0 ≠ 0 := by
      intro h0
      have h1 : x 1 = 0 := (pow_eq_zero_iff two_ne_zero).1 (by simpa [h0] using hq)
      rw [h2, h0, h1] at hn
      norm_num at hn
    -- the ratio of neighbouring amplitudes is a primitive cube root of unity
    obtain ⟨ω, h1⟩ : ∃ ω : ℂ, x 1 = ω * x 0 := ⟨x 1 / x 0, (div_mul_cancel₀ _ h0).symm⟩
    have hm : x 0 ^ 2 * (ω ^ 2 + ω + 1) = 0 := by
      rw [h1] at hq
      linear_combination hq
    have hω := (mul_eq_zero.1 hm).resolve_left (pow_ne_zero 2 h0)
    exact ⟨ω, hω, h1, by linear_combination h2 - x 0 * hω - h1⟩
  · rintro ⟨ω, hω, h1, h3⟩
    have hs : ∑ j, x j ^ 2 = 0 := by
      rw [Fin.sum_univ_three, h1, h3]
      linear_combination (x 0 ^ 2 * (ω ^ 2 - ω + 1)) * hω
    rw [hid, hs]
    norm_num
```

## A path between standing and running waves

The family $x(\theta)$ is entered by components, each complex number given as a pair of real and imaginary part.

```lean
/-- Two real standing waves on the triangle, combined with weights `cos θ` and `i sin θ`. -/
def mixedOrbital (θ : ℝ) : Fin 3 → ℂ :=
  ![⟨Real.cos θ / √2, Real.sin θ / √6⟩, ⟨-(Real.cos θ / √2), Real.sin θ / √6⟩,
    ⟨0, -(2 * (Real.sin θ / √6))⟩]
```

The last theorem confirms that each member satisfies both hypotheses of the earlier results and computes its self-repulsion. It states the formula for each `θ`; that the whole interval is swept out follows from the continuity of the cosine. In the proof, `p` and `q` stand for $\cos\theta/\sqrt2$ and $\sin\theta/\sqrt6$, and `hp` and `hq` give their squares without roots. The normalization is then $2p^2+6q^2=1$, and the self-repulsion is $2(p^2+q^2)^2+16q^4$, which reduces to the stated expression in $\cos2\theta$.

```lean
/-- The mixed orbital is normalized, its amplitudes sum to zero, and its self-repulsion is
`1/3 + cos²(2θ)/6`. -/
theorem selfRepulsion_mixedOrbital (θ : ℝ) :
    ∑ j, mixedOrbital θ j = 0 ∧ ∑ j, ‖mixedOrbital θ j‖ ^ 2 = 1 ∧
      selfRepulsion (mixedOrbital θ) = 1 / 3 + Real.cos (2 * θ) ^ 2 / 6 := by
  have e0 : mixedOrbital θ 0 = ⟨Real.cos θ / √2, Real.sin θ / √6⟩ := rfl
  have e1 : mixedOrbital θ 1 = ⟨-(Real.cos θ / √2), Real.sin θ / √6⟩ := rfl
  have e2 : mixedOrbital θ 2 = ⟨0, -(2 * (Real.sin θ / √6))⟩ := rfl
  have hp : (Real.cos θ / √2) ^ 2 = Real.cos θ ^ 2 / 2 := by
    rw [div_pow, Real.sq_sqrt (by norm_num)]
  have hq : (Real.sin θ / √6) ^ 2 = (1 - Real.cos θ ^ 2) / 6 := by
    rw [div_pow, Real.sq_sqrt (by norm_num), Real.sin_sq]
  simp only [selfRepulsion, Fin.sum_univ_three, norm_pow_four,
    ← Complex.normSq_eq_norm_sq, e0, e1, e2, Complex.normSq_mk, Real.cos_two_mul]
  generalize Real.cos θ / √2 = p at *
  generalize Real.sin θ / √6 = q at *
  refine ⟨?_, by linear_combination 2 * hp + 6 * hq, ?_⟩
  · apply Complex.ext <;>
      simp only [Complex.add_re, Complex.add_im, Complex.zero_re, Complex.zero_im] <;> ring
  · calc _ = 2 * (p ^ 2 + q ^ 2) ^ 2 + 16 * (q ^ 2) ^ 2 := by ring
      _ = _ := by rw [hp, hq]; ring

end

end TriangleSelfRepulsion
```

```lean
#print axioms TriangleSelfRepulsion.hop_eigen_iff
#print axioms TriangleSelfRepulsion.selfRepulsion_eq_half_iff
#print axioms TriangleSelfRepulsion.selfRepulsion_eq_third_iff
#print axioms TriangleSelfRepulsion.selfRepulsion_mixedOrbital
```

```
'TriangleSelfRepulsion.hop_eigen_iff' depends on axioms: [propext, Classical.choice, Quot.sound]
'TriangleSelfRepulsion.selfRepulsion_eq_half_iff' depends on axioms: [propext, Classical.choice, Quot.sound]
'TriangleSelfRepulsion.selfRepulsion_eq_third_iff' depends on axioms: [propext, Classical.choice, Quot.sound]
'TriangleSelfRepulsion.selfRepulsion_mixedOrbital' depends on axioms: [propext, Classical.choice, Quot.sound]
```
